# Between orbitals of two Hamiltonians with a common overlap matrix, the matrix element of the Hamiltonians' difference is the energy difference times the orbitals' overlap

In a finite basis with Hermitian overlap matrix `S`, let `x` solve the generalised eigenvalue equation of a Hermitian matrix `A` with real energy `a`, and let `y` solve that of a matrix `B` with real energy `b`. The declaration `energy_difference` states that x†(B − A)y = (b − a) x†Sy. The vectors need not be normalised, since both sides scale alike with `x` and `y`, and `S` need not be positive definite. The attempt splits the left side into its `B` and `A` parts, puts in the two eigenvalue equations, using `hermitian_swap` to let `A` act on `x`, and then brings both sides to the same form by rewriting.

An attempt in Lean 4 with a fault in it:

```lean
import Mathlib

open Matrix Filter Topology

namespace MullikenEnergyResponse

noncomputable section

variable {n : Type*} [Fintype n] [DecidableEq n]

omit [DecidableEq n] in
/-- A Hermitian matrix can be moved from one side of a matrix element to the other. -/
theorem hermitian_swap {A : Matrix n n ℂ} (hA : A.IsHermitian) (x y : n → ℂ) :
    star x ⬝ᵥ A *ᵥ y = star (A *ᵥ x) ⬝ᵥ y := by
  rw [Matrix.star_mulVec, hA.eq, Matrix.dotProduct_mulVec]

omit [DecidableEq n] in
/-- For orbitals `x` and `y` of two Hamiltonians `A` and `B` with a common overlap matrix, the
matrix element of `B - A` is the energy difference times the overlap of the orbitals. -/
theorem energy_difference {A B S : Matrix n n ℂ} (hA : A.IsHermitian) (hS : S.IsHermitian)
    {x y : n → ℂ} {a b : ℝ} (hx : A *ᵥ x = a • S *ᵥ x) (hy : B *ᵥ y = b • S *ᵥ y) :
    star x ⬝ᵥ (B - A) *ᵥ y = (b - a) • (star x ⬝ᵥ S *ᵥ y) := by
  rw [Matrix.sub_mulVec, dotProduct_sub, hy, dotProduct_smul, hermitian_swap hA, hx,
    star_smul, star_trivial, smul_dotProduct, ← hermitian_swap hS, sub_smul]

end

end MullikenEnergyResponse
```

Messages:

```
Main.lean:24:15: error(lean.synthInstanceFailed): failed to synthesize instance of type class
  TrivialStar (n → ℂ)

Hint: Type class instance resolution failures can be inspected with the `set_option trace.Meta.synthInstance true` command.
Main.lean:22:61: error: unsolved goals
n : Type u_1
inst✝ : Fintype n
A B S : Matrix n n ℂ
hA : A.IsHermitian
hS : S.IsHermitian
x y : n → ℂ
a b : ℝ
hx : A *ᵥ x = a • S *ᵥ x
hy : B *ᵥ y = b • S *ᵥ y
⊢ b • (x ⬝ᵥ S *ᵥ y) - star a • (star x ⬝ᵥ S *ᵥ y) = b • (x ⬝ᵥ S *ᵥ y) - a • (x ⬝ᵥ S *ᵥ y)

n : Type u_1
inst✝ : Fintype n
A B S : Matrix n n ℂ
hA : A.IsHermitian
hS : S.IsHermitian
x y : n → ℂ
a b : ℝ
hx : A *ᵥ x = a • S *ᵥ x
hy : B *ᵥ y = b • S *ᵥ y
⊢ TrivialStar (n → ℂ)
```

As a diff, the version that Lean accepts:

```diff
@@ -22,5 +22,5 @@
     star x ⬝ᵥ (B - A) *ᵥ y = (b - a) • (star x ⬝ᵥ S *ᵥ y) := by
   rw [Matrix.sub_mulVec, dotProduct_sub, hy, dotProduct_smul, hermitian_swap hA, hx,
-    star_smul, star_trivial, smul_dotProduct, ← hermitian_swap hS, sub_smul]
+    star_smul, star_trivial a, smul_dotProduct, ← hermitian_swap hS, sub_smul]
 
 end
```

Cause. The step `star_trivial` was meant to turn `star a` into `a`, as the conjugate of a real number is the number itself. Given without an argument, it matches any `star` term, and `rw` settles on the first match it finds, which here was the vector `star x`. It therefore replaced `star x` by `x` on both sides and needed `TrivialStar (n → ℂ)`, that is, that conjugation does nothing to complex vectors. Lean finds no such instance, which is the first error.

The second error shows what remained after the other rewrites. `star a` is still there, and `star x` stands in only one term, where `← hermitian_swap hS` brought it in after the wrong replacement. The two sides therefore differ, and the missing instance is left as a second goal.

Writing `star_trivial a` fixes the term to be rewritten as `star a`. The instance needed is then the one for the real numbers, which Mathlib has, `star x` is left alone, and the remaining rewrites make the two sides identical, so `rw` closes the goal.
